# A second-order bound on the error of the first-order singlet–triplet splitting

If the splitting between the lowest singlet and the lowest triplet exciton is estimated by first-order exchange, the triplet envelope is held fixed, although exchange can mix other envelopes into the singlet. By the variational principle the estimate is never too small; the bound below limits how much too large it can be.

Let \(T\) be the triplet Hamiltonian on a finite-dimensional complex space of electron–hole envelopes. It is Hermitian, with simple lowest eigenvalue \(E\) and unit eigenvector \(u\); all other eigenvalues are at least \(E+g\), with \(g>0\). Let the exchange \(K\) be Hermitian and positive semidefinite, \(k=\langle u,Ku\rangle\) and \(2k<g\). The lowest eigenvalue \(F\) of the singlet Hamiltonian \(H=T+2K\) then satisfies

\[
0\le d\le \frac{4(\|Ku\|^2-k^2)}{g-2k},\qquad d=2k-(F-E).
\]

If \(K\) is scaled by a small factor \(\lambda\), the bound is of order \(\lambda^2\). Under these hypotheses it applies to Bethe–Salpeter excitons of a closed-shell system in a finite basis, with static screening, within the Tamm–Dancoff approximation and without spin–orbit coupling. The factor 2 in \(H\) arises there because the exchange contributions of the two spin channels add in the singlet. In the triplet component with \(M_S=0\) they cancel; in the other two the transitions flip the spin, and exchange vanishes.

## Residual exchange and the singlet admixture

Put \(r=Ku-ku\). Then \(\langle u,r\rangle=0\), and Pythagoras gives \(\|r\|^2=\|Ku\|^2-k^2\). Since \(Hu=(E+2k)u+2r\), the trial state \(u\) has energy \(E+2k\ge F\), so \(d\ge0\).

Take \(w\ne0\) with \(Hw=Fw\), and set \(a=\langle u,w\rangle\), \(y=w-au\), so \(y\perp u\). Projecting the eigenvalue equation on \(u\) gives

\[
-da=2\langle r,w\rangle=2\langle r,y\rangle .
\]

Also \(Hy=Fy-da\,u-2a\,r\), hence

\[
\langle y,Hy\rangle=F\|y\|^2-2a\langle y,r\rangle=F\|y\|^2+d|a|^2 .
\]

The gap and \(K\ge0\) give \(\langle y,Hy\rangle\ge(E+g)\|y\|^2\). As \(E+g-F=g-2k+d\),

\[
(g-2k+d)\|y\|^2\le d|a|^2 .
\]

The prefactor is positive, so \(a=0\) would force \(y=0\) and \(w=0\); thus \(a\ne0\). Cauchy–Schwarz gives \(d^2|a|^2\le4\|r\|^2\|y\|^2\). Multiplying by \(g-2k+d\) and inserting the previous bound yields

\[
d^2|a|^2(g-2k+d)\le4\|r\|^2d|a|^2 .
\]

For \(d>0\), cancel \(d|a|^2\); for \(d=0\) the result is immediate:

\[
d(g-2k+d)\le4\|r\|^2 .
\]

Dropping \(d^2\) proves the claim.

If \(d=0\), then \(y=0\), so \(u\) is an eigenvector of \(H\) and \(r=0\). Conversely, \(r=0\) makes the bound zero. In one dimension \(Ku=ku\) always holds, and the first-order splitting is exact.

## Hamiltonians and spectral hypotheses in Lean

```lean
import Mathlib

open scoped InnerProductSpace ComplexConjugate

namespace ExcitonExchangeSplitting

noncomputable section

variable {V : Type*} [NormedAddCommGroup V] [InnerProductSpace ℂ V]
```

Operators are complex-linear maps, and `inner ℂ` is conjugate-linear in its first argument.

```lean
/-- The singlet exciton Hamiltonian `T + 2K`: triplet Hamiltonian plus twice the exchange. -/
def singletHamiltonian (T K : V →ₗ[ℂ] V) : V →ₗ[ℂ] V := T + (2 : ℂ) • K

/-- The exchange energy `k = ⟨u, K u⟩` of the envelope `u` (its real part). -/
def exchangeEnergy (K : V →ₗ[ℂ] V) (u : V) : ℝ := (inner ℂ u (K u)).re
```

For Hermitian \(K\), taking the real part loses nothing.

```lean
/-- The residual `K u - k u`, with `k` the exchange energy of `u`. -/
def exchangeResidual (K : V →ₗ[ℂ] V) (u : V) : V := K u - (exchangeEnergy K u : ℂ) • u

/-- `F` is the lowest real eigenvalue of `H`. -/
def IsLowestEigenvalue (H : V →ₗ[ℂ] V) (F : ℝ) : Prop :=
  (∃ w, w ≠ 0 ∧ H w = (F : ℂ) • w) ∧
    ∀ (μ : ℝ) (w : V), w ≠ 0 → H w = (μ : ℂ) • w → F ≤ μ
```

Real eigenvalues suffice because the Hamiltonians are Hermitian.

```lean
/-- The eigenspace of `T` at `E` is spanned by the unit vector `u`, and every other real eigenvalue
lies at least `g > 0` above `E`. -/
structure IsGappedGround (T : V →ₗ[ℂ] V) (E g : ℝ) (u : V) : Prop where
  pos : 0 < g
  unit : ‖u‖ = 1
  eig : T u = (E : ℂ) • u
  simple : ∀ v, T v = (E : ℂ) • v → ∃ c : ℂ, v = c • u
  gap : ∀ (μ : ℝ) (v : V), v ≠ 0 → T v = (μ : ℂ) • v → μ = E ∨ E + g ≤ μ
```

Here `g` may be any positive lower bound on the gap. Together, `simple` and `gap` make \(E\) the simple lowest level. This excludes a spatially degenerate lowest triplet; the threefold spin degeneracy does not count, because the space contains only envelopes.

## Energy bounds and projections

```lean
/-- For Hermitian `T` in finite dimension, if every eigenvector not orthogonal to `y` has
eigenvalue at least `c`, then the energy of `y` is at least `c ‖y‖²`. -/
theorem energy_lower_bound [FiniteDimensional ℂ V] {T : V →ₗ[ℂ] V} (hT : T.IsSymmetric)
    (c : ℝ) (y : V)
    (h : ∀ (μ : ℝ) (v : V), v ≠ 0 → T v = (μ : ℂ) • v → c ≤ μ ∨ inner ℂ v y = 0) :
    c * ‖y‖ ^ 2 ≤ (inner ℂ y (T y)).re := by
  let b := hT.eigenvectorBasis rfl
  let ev := hT.eigenvalues rfl
  have hb : ∀ i, T (b i) = ((ev i : ℝ) : ℂ) • b i := fun i => hT.apply_eigenvectorBasis rfl i
  -- expand the energy in the eigenbasis
  have hsum : inner ℂ y (T y) = ∑ i, ((ev i * ‖inner ℂ (b i) y‖ ^ 2 : ℝ) : ℂ) := by
    rw [← b.sum_inner_mul_inner y (T y)]
    refine Finset.sum_congr rfl fun i _ => ?_
    rw [← hT (b i) y, hb i, inner_smul_left, Complex.conj_ofReal, ← inner_conj_symm y (b i)]
    push_cast
    rw [← Complex.conj_mul']
    ring
  rw [hsum, ← Complex.ofReal_sum, Complex.ofReal_re, ← b.sum_sq_norm_inner_right y,
    Finset.mul_sum]
  refine Finset.sum_le_sum fun i _ => ?_
  rcases h (ev i) (b i) (b.orthonormal.ne_zero i) (hb i) with h | h
  · exact mul_le_mul_of_nonneg_right h (sq_nonneg _)
  · simp [h]
```

Expansion in an eigenbasis turns eigenvalue bounds into energy bounds; basis vectors orthogonal to `y` contribute nothing.

```lean
/-- For Hermitian `K` and a unit vector `u`, the residual is orthogonal to `u` and its squared
norm is the variance `‖K u‖² - k²` of the exchange. -/
theorem residual_variance {K : V →ₗ[ℂ] V} (hK : K.IsSymmetric) {u : V} (hu : ‖u‖ = 1) :
    inner ℂ u (exchangeResidual K u) = 0 ∧
      ‖exchangeResidual K u‖ ^ 2 = ‖K u‖ ^ 2 - exchangeEnergy K u ^ 2 := by
  have hreal : (exchangeEnergy K u : ℂ) = inner ℂ u (K u) :=
    Complex.conj_eq_iff_re.mp (by rw [inner_conj_symm, hK u u])
  have h0 : inner ℂ u (exchangeResidual K u) = 0 := by
    rw [exchangeResidual, inner_sub_right, inner_smul_right, ← hreal,
      inner_self_eq_norm_sq_to_K, hu]
    simp
  refine ⟨h0, ?_⟩
  -- Pythagoras for K u = k u + r
  have hd : K u = (exchangeEnergy K u : ℂ) • u + exchangeResidual K u := by
    rw [exchangeResidual]; abel
  have hp := norm_add_sq (𝕜 := ℂ) ((exchangeEnergy K u : ℂ) • u) (exchangeResidual K u)
  rw [← hd, inner_smul_left, h0, norm_smul, hu, Complex.norm_real, Real.norm_eq_abs,
    mul_one, sq_abs] at hp
  simp only [mul_zero, map_zero, add_zero] at hp
  linarith

/-- If `T u = E u`, the singlet Hamiltonian maps `u` to `(E + 2k) u` plus twice the residual, where
`k` is the exchange energy of `u`. -/
theorem singlet_apply_ground {T K : V →ₗ[ℂ] V} {E : ℝ} {u : V} (hu : T u = (E : ℂ) • u) :
    singletHamiltonian T K u =
      ((E + 2 * exchangeEnergy K u : ℝ) : ℂ) • u + (2 : ℂ) • exchangeResidual K u := by
  rw [singletHamiltonian, LinearMap.add_apply, LinearMap.smul_apply, hu, exchangeResidual]
  push_cast
  module

/-- For Hermitian `T` and `K` with `T u = E u`, the singlet eigenvalue equation for `w` at `F`,
projected on `u`, reads `(F - E - 2k) ⟨u, w⟩ = 2 ⟨r, w⟩`, where `r` is the residual. -/
theorem projected_equation {T K : V →ₗ[ℂ] V} (hT : T.IsSymmetric) (hK : K.IsSymmetric)
    {E F : ℝ} {u w : V} (hu : T u = (E : ℂ) • u)
    (hw : singletHamiltonian T K w = (F : ℂ) • w) :
    ((F - E - 2 * exchangeEnergy K u : ℝ) : ℂ) * inner ℂ u w =
      2 * inner ℂ (exchangeResidual K u) w := by
  have h1 : inner ℂ u (singletHamiltonian T K w) = (F : ℂ) * inner ℂ u w := by
    rw [hw, inner_smul_right]
  have h2 : inner ℂ u (singletHamiltonian T K w) =
      inner ℂ u (T w) + 2 * inner ℂ u (K w) := by
    rw [singletHamiltonian, LinearMap.add_apply, LinearMap.smul_apply, inner_add_right,
      inner_smul_right]
  have h3 : inner ℂ u (T w) = (E : ℂ) * inner ℂ u w := by
    rw [← hT u w, hu, inner_smul_left, Complex.conj_ofReal]
  have h4 : inner ℂ u (K w) = inner ℂ (K u) w := (hK u w).symm
  have h5 : inner ℂ (exchangeResidual K u) w =
      inner ℂ (K u) w - (exchangeEnergy K u : ℂ) * inner ℂ u w := by
    rw [exchangeResidual, inner_sub_left, inner_smul_left, Complex.conj_ofReal]
  push_cast
  linear_combination -h1 + h2 + h3 + 2 * h4 - 2 * h5
```

These are the residual identities, the formula for \(Hu\) and the projection on \(u\).

```lean
variable [FiniteDimensional ℂ V] {T K : V →ₗ[ℂ] V} {E F g : ℝ} {u : V}

/-- Let `T` be Hermitian with a gapped ground level and `K` positive semidefinite. If `w` solves the
singlet eigenvalue equation at `F` and `y` is its part orthogonal to `u`, then
`(E + g - F) ‖y‖² ≤ (2k - (F - E)) |⟨u, w⟩|²`. For `F < E + g` this bounds `y` from above. -/
theorem admixture_bound (hT : T.IsSymmetric) (hK : K.IsSymmetric)
    (hpos : ∀ x, 0 ≤ (inner ℂ x (K x)).re) (hG : IsGappedGround T E g u) {w : V}
    (hw : singletHamiltonian T K w = (F : ℂ) • w) :
    (E + g - F) * ‖w - (inner ℂ u w : ℂ) • u‖ ^ 2 ≤
      (2 * exchangeEnergy K u - (F - E)) * ‖(inner ℂ u w : ℂ)‖ ^ 2 := by
  have hp := projected_equation hT hK hG.eig hw
  have hur := (residual_variance hK hG.unit).1
  have hHu := singlet_apply_ground (K := K) hG.eig
  obtain ⟨a, ha⟩ : ∃ a : ℂ, a = inner ℂ u w := ⟨_, rfl⟩
  obtain ⟨y, hy⟩ : ∃ y : V, y = w - a • u := ⟨_, rfl⟩
  rw [← ha] at hp ⊢
  rw [← hy]
  have huy : inner ℂ u y = 0 := by
    rw [hy, inner_sub_right, inner_smul_right, inner_self_eq_norm_sq_to_K, hG.unit, ← ha]
    simp
  have hyu : inner ℂ y u = 0 := inner_eq_zero_symm.mp huy
  -- the gap bounds the triplet energy of y from below
  have hgap : (E + g) * ‖y‖ ^ 2 ≤ (inner ℂ y (T y)).re := by
    refine energy_lower_bound hT _ y fun μ v hv hTv => ?_
    rcases hG.gap μ v hv hTv with h | h
    · right
      rw [h] at hTv
      obtain ⟨c, hc⟩ := hG.simple v hTv
      rw [hc, inner_smul_left, huy, mul_zero]
    · exact Or.inl h
  have hyr : 2 * inner ℂ y (exchangeResidual K u) =
      ((F - E - 2 * exchangeEnergy K u : ℝ) : ℂ) * conj a := by
    have h1 : inner ℂ y (exchangeResidual K u) = inner ℂ w (exchangeResidual K u) := by
      rw [hy, inner_sub_left, inner_smul_left, hur, mul_zero, sub_zero]
    have h2 := congrArg conj hp
    rw [map_mul, map_mul, Complex.conj_ofReal, inner_conj_symm, map_ofNat] at h2
    rw [h1, h2]
  have hHy : singletHamiltonian T K y = (F : ℂ) • y +
      (a * ((F - E - 2 * exchangeEnergy K u : ℝ) : ℂ)) • u -
      (2 * a) • exchangeResidual K u := by
    rw [hy, map_sub, map_smul, hw, hHu]
    push_cast
    module
  have hyy : inner ℂ y y = ((‖y‖ ^ 2 : ℝ) : ℂ) := by
    simp [inner_self_eq_norm_sq_to_K]
  have hE : inner ℂ y (singletHamiltonian T K y) =
      ((F * ‖y‖ ^ 2 - (F - E - 2 * exchangeEnergy K u) * ‖a‖ ^ 2 : ℝ) : ℂ) := by
    rw [hHy, inner_sub_right, inner_add_right, inner_smul_right, inner_smul_right,
      inner_smul_right, hyu, hyy]
    have hn := Complex.mul_conj' a
    push_cast at hyr ⊢
    linear_combination -a * hyr - ((F : ℂ) - E - 2 * exchangeEnergy K u) * hn
  have hre := congrArg Complex.re hE
  rw [Complex.ofReal_re, singletHamiltonian, LinearMap.add_apply, LinearMap.smul_apply,
    inner_add_right, inner_smul_right, Complex.add_re] at hre
  have h2 : ((2 : ℂ) * inner ℂ y (K y)).re = 2 * (inner ℂ y (K y)).re := by
    simp [Complex.mul_re]
  rw [h2] at hre
  linarith [hpos y]
```

The hypothesis `hpos` states \(K\ge0\): physically, \(\langle x,Kx\rangle\) is the Coulomb interaction of a transition density with itself. The proof computes \(\langle y,Hy\rangle\) in `hE` and bounds the triplet part in `hgap`.

```lean
/-- For Hermitian `T` and `K` and a unit eigenvector `u` of `T` at `E`, the lowest singlet
eigenvalue is at most the first-order energy `E + 2k`. -/
theorem first_order_upper (hT : T.IsSymmetric) (hK : K.IsSymmetric) (hn : ‖u‖ = 1)
    (hu : T u = (E : ℂ) • u) (hF : IsLowestEigenvalue (singletHamiltonian T K) F) :
    F ≤ E + 2 * exchangeEnergy K u := by
  have hS : (singletHamiltonian T K).IsSymmetric := by
    intro x y
    simp only [singletHamiltonian, LinearMap.add_apply, LinearMap.smul_apply, inner_add_left,
      inner_add_right, inner_smul_left, inner_smul_right, map_ofNat]
    rw [hT x y, hK x y]
  have h := energy_lower_bound hS F u fun μ v hv hv' => Or.inl (hF.2 μ v hv hv')
  rw [singlet_apply_ground hu, inner_add_right, inner_smul_right, inner_smul_right,
    (residual_variance hK hn).1, inner_self_eq_norm_sq_to_K, hn] at h
  simpa using h
```

This applies the energy bound to \(H\) and the trial state \(u\).

## Error bound and exactness

```lean
/-- Let `T` be Hermitian with a gapped ground level, `K` positive semidefinite and `2k < g`. With
`F` the lowest singlet eigenvalue, the error `d = 2k - (F - E)` of the first-order splitting obeys
`d (g - 2k + d) ≤ 4 (‖K u‖² - k²)`. -/
theorem splitting_error_quadratic (hT : T.IsSymmetric) (hK : K.IsSymmetric)
    (hpos : ∀ x, 0 ≤ (inner ℂ x (K x)).re) (hG : IsGappedGround T E g u)
    (hk : 2 * exchangeEnergy K u < g)
    (hF : IsLowestEigenvalue (singletHamiltonian T K) F) :
    (2 * exchangeEnergy K u - (F - E)) * (E + g - F) ≤
      4 * (‖K u‖ ^ 2 - exchangeEnergy K u ^ 2) := by
  obtain ⟨w, hw0, hw⟩ := hF.1
  have hup := first_order_upper hT hK hG.unit hG.eig hF
  have hadm := admixture_bound hT hK hpos hG hw
  have hp := projected_equation hT hK hG.eig hw
  obtain ⟨hur, hvar⟩ := residual_variance hK hG.unit
  rw [← hvar]
  have hry : inner ℂ (exchangeResidual K u) w =
      inner ℂ (exchangeResidual K u) (w - (inner ℂ u w : ℂ) • u) := by
    rw [inner_sub_right, inner_smul_right, inner_eq_zero_symm.mp hur, mul_zero, sub_zero]
  have hc := norm_inner_le_norm (𝕜 := ℂ) (exchangeResidual K u) (w - (inner ℂ u w : ℂ) • u)
  have hgpos : 0 < E + g - F := by linarith
  -- the singlet ground vector overlaps with u
  have ha : 0 < ‖(inner ℂ u w : ℂ)‖ ^ 2 := by
    have hne : (inner ℂ u w : ℂ) ≠ 0 := by
      intro h0
      rw [h0, zero_smul, sub_zero, norm_zero] at hadm
      have := mul_pos hgpos (pow_pos (norm_pos_iff.mpr hw0) 2)
      linarith
    exact pow_pos (norm_pos_iff.mpr hne) 2
  have hsq : (2 * exchangeEnergy K u - (F - E)) ^ 2 * ‖(inner ℂ u w : ℂ)‖ ^ 2 ≤
      4 * (‖exchangeResidual K u‖ ^ 2 * ‖w - (inner ℂ u w : ℂ) • u‖ ^ 2) := by
    have h1 := congrArg (fun z : ℂ => ‖z‖ ^ 2) hp
    simp only [norm_mul, mul_pow, Complex.norm_real, Real.norm_eq_abs, sq_abs,
      Complex.norm_ofNat] at h1
    have h2 := pow_le_pow_left₀ (norm_nonneg _) hc 2
    rw [← hry, mul_pow] at h2
    linarith
  rcases (show 0 ≤ 2 * exchangeEnergy K u - (F - E) by linarith).eq_or_lt with hd | hd
  · rw [← hd, zero_mul]; positivity
  · -- combine both estimates and cancel d |a|²
    refine le_of_mul_le_mul_right ?_ (mul_pos hd ha)
    have h1 := mul_le_mul_of_nonneg_right hsq hgpos.le
    have h2 := mul_le_mul_of_nonneg_left hadm
      (show 0 ≤ 4 * ‖exchangeResidual K u‖ ^ 2 by positivity)
    linarith
```

The condition `hk` keeps the first-order singlet energy below the next triplet level. `hsq` is the Cauchy–Schwarz step, and the final case split handles the cancellation of \(d|a|^2\).

```lean
/-- Let `T` be Hermitian with a gapped ground level, `K` positive semidefinite and `2k < g`. With
`F` the lowest singlet eigenvalue, the first-order splitting `2k` overestimates the singlet-triplet
splitting `F - E` by at most `4 (‖K u‖² - k²) / (g - 2k)`. -/
theorem singlet_triplet_splitting (hT : T.IsSymmetric) (hK : K.IsSymmetric)
    (hpos : ∀ x, 0 ≤ (inner ℂ x (K x)).re) (hG : IsGappedGround T E g u)
    (hk : 2 * exchangeEnergy K u < g)
    (hF : IsLowestEigenvalue (singletHamiltonian T K) F) :
    0 ≤ 2 * exchangeEnergy K u - (F - E) ∧
      2 * exchangeEnergy K u - (F - E) ≤
        4 * (‖K u‖ ^ 2 - exchangeEnergy K u ^ 2) / (g - 2 * exchangeEnergy K u) := by
  have hup := first_order_upper hT hK hG.unit hG.eig hF
  have hq := splitting_error_quadratic hT hK hpos hG hk hF
  refine ⟨by linarith, ?_⟩
  rw [le_div_iff₀ (by linarith)]
  nlinarith [sq_nonneg (2 * exchangeEnergy K u - (F - E))]

/-- Under the hypotheses of `singlet_triplet_splitting`, the first-order splitting is exact if and
only if the triplet ground vector is an eigenvector of the exchange, `K u = k u`. -/
theorem first_order_exact_iff (hT : T.IsSymmetric) (hK : K.IsSymmetric)
    (hpos : ∀ x, 0 ≤ (inner ℂ x (K x)).re) (hG : IsGappedGround T E g u)
    (hk : 2 * exchangeEnergy K u < g)
    (hF : IsLowestEigenvalue (singletHamiltonian T K) F) :
    F - E = 2 * exchangeEnergy K u ↔ K u = (exchangeEnergy K u : ℂ) • u := by
  constructor
  · intro h
    obtain ⟨w, hw0, hw⟩ := hF.1
    have hadm := admixture_bound hT hK hpos hG hw
    rw [h, sub_self, zero_mul] at hadm
    -- no admixture: w is a multiple of u
    have hy : w - (inner ℂ u w : ℂ) • u = 0 := by
      by_contra hne
      have := mul_pos (show 0 < E + g - F by linarith) (pow_pos (norm_pos_iff.mpr hne) 2)
      linarith
    have hwu := sub_eq_zero.mp hy
    have ha : (inner ℂ u w : ℂ) ≠ 0 := by
      intro h0
      rw [h0, zero_smul] at hwu
      exact hw0 hwu
    have hFe : E + 2 * exchangeEnergy K u = F := by linarith
    have hHu := singlet_apply_ground (K := K) hG.eig
    rw [hFe] at hHu
    rw [hwu, map_smul, hHu] at hw
    have hr : ((inner ℂ u w : ℂ) * 2) • exchangeResidual K u = 0 := by
      rw [← hwu] at hw
      have h3 : (inner ℂ u w : ℂ) • ((F : ℂ) • u + (2 : ℂ) • exchangeResidual K u) =
          (F : ℂ) • ((inner ℂ u w : ℂ) • u) := by rw [← hwu]; exact hw
      linear_combination (norm := module) h3
    exact sub_eq_zero.mp ((smul_eq_zero.mp hr).resolve_left (mul_ne_zero ha two_ne_zero))
  · intro h
    have hvar := (residual_variance hK hG.unit).2
    have hr : exchangeResidual K u = 0 := sub_eq_zero.mpr h
    have hm := singlet_triplet_splitting hT hK hpos hG hk hF
    rw [← hvar, hr, norm_zero] at hm
    norm_num at hm
    linarith [hm.1, hm.2]
```

The forward direction shows that the admixture vanishes; the converse uses the error bound.

## A two-level exciton with off-diagonal exchange

```lean
/-- The two-level operator with real matrix `(a, b; b, d)`. -/
def twoLevel (a b d : ℝ) : EuclideanSpace ℂ (Fin 2) →ₗ[ℂ] EuclideanSpace ℂ (Fin 2) where
  toFun x := !₂[(a : ℂ) * x 0 + (b : ℂ) * x 1, (b : ℂ) * x 0 + (d : ℂ) * x 1]
  map_add' x y := by ext i; fin_cases i <;> simp <;> ring
  map_smul' c x := by ext i; fin_cases i <;> simp <;> ring

/-- The two-level model `T = (0, 0; 0, 6)`, `K = (2, 2; 2, 2)` meets all the hypotheses, with
`E = 0`, `g = 6`, `k = 2` and `F = 2`. -/
theorem splitting_witness :
    (twoLevel 0 0 6).IsSymmetric ∧ (twoLevel 2 2 2).IsSymmetric ∧
    (∀ x, 0 ≤ (inner ℂ x (twoLevel 2 2 2 x)).re) ∧
    IsGappedGround (twoLevel 0 0 6) 0 6 !₂[1, 0] ∧
    exchangeEnergy (twoLevel 2 2 2) !₂[1, 0] = 2 ∧
    IsLowestEigenvalue (singletHamiltonian (twoLevel 0 0 6) (twoLevel 2 2 2)) 2 := by
  have hs : ∀ a b d : ℝ, (twoLevel a b d).IsSymmetric := by
    intro a b d x y
    simp [twoLevel, PiLp.inner_apply, Fin.sum_univ_two]
    ring
  have hz : ∀ v : EuclideanSpace ℂ (Fin 2), v 0 = 0 → v 1 = 0 → v = 0 := by
    intro v h0 h1
    have hall : ∀ i, v i = 0 := Fin.forall_fin_two.2 ⟨h0, h1⟩
    ext i
    exact hall i
  refine ⟨hs _ _ _, hs _ _ _, ?_, ⟨by norm_num, ?_, ?_, ?_, ?_⟩, ?_, ⟨!₂[2, -1], ?_, ?_⟩, ?_⟩
  · intro x
    simp [twoLevel, PiLp.inner_apply, Fin.sum_univ_two]
    nlinarith [sq_nonneg ((x 0).re + (x 1).re), sq_nonneg ((x 0).im + (x 1).im)]
  · simp [EuclideanSpace.norm_eq, Fin.sum_univ_two]
  · ext i; fin_cases i <;> simp [twoLevel]
  · intro v hv
    have e1 : ((0 : ℝ) : ℂ) * v 0 + ((6 : ℝ) : ℂ) * v 1 = ((0 : ℝ) : ℂ) * v 1 :=
      congrArg (fun z : EuclideanSpace ℂ (Fin 2) => z 1) hv
    push_cast at e1
    have h1 : v 1 = 0 := by linear_combination e1 / 6
    refine ⟨v 0, ?_⟩
    ext i; fin_cases i <;> simp [h1]
  · intro μ v hv0 hv
    have e0 : ((0 : ℝ) : ℂ) * v 0 + ((0 : ℝ) : ℂ) * v 1 = (μ : ℂ) * v 0 :=
      congrArg (fun z : EuclideanSpace ℂ (Fin 2) => z 0) hv
    have e1 : ((0 : ℝ) : ℂ) * v 0 + ((6 : ℝ) : ℂ) * v 1 = (μ : ℂ) * v 1 :=
      congrArg (fun z : EuclideanSpace ℂ (Fin 2) => z 1) hv
    push_cast at e0 e1
    by_cases h1 : v 1 = 0
    · left
      have h0 : v 0 ≠ 0 := fun h0 => hv0 (hz v h0 h1)
      have hm : (μ : ℂ) * v 0 = 0 := by linear_combination -e0
      exact_mod_cast (mul_eq_zero.mp hm).resolve_right h0
    · right
      have hm : ((μ : ℂ) - 6) * v 1 = 0 := by linear_combination -e1
      have h6 : (μ : ℂ) = 6 := sub_eq_zero.mp ((mul_eq_zero.mp hm).resolve_right h1)
      have h6' : μ = 6 := by exact_mod_cast h6
      linarith
  · simp [exchangeEnergy, twoLevel, PiLp.inner_apply, Fin.sum_univ_two]
  · intro h
    have h0 : (2 : ℂ) = 0 := congrArg (fun z : EuclideanSpace ℂ (Fin 2) => z 0) h
    norm_num at h0
  · ext i; fin_cases i <;> simp [singletHamiltonian, twoLevel] <;> norm_num
  · intro μ v hv0 hv
    have e0 : ((0 : ℝ) : ℂ) * v 0 + ((0 : ℝ) : ℂ) * v 1 +
        2 * (((2 : ℝ) : ℂ) * v 0 + ((2 : ℝ) : ℂ) * v 1) = (μ : ℂ) * v 0 :=
      congrArg (fun z : EuclideanSpace ℂ (Fin 2) => z 0) hv
    have e1 : ((0 : ℝ) : ℂ) * v 0 + ((6 : ℝ) : ℂ) * v 1 +
        2 * (((2 : ℝ) : ℂ) * v 0 + ((2 : ℝ) : ℂ) * v 1) = (μ : ℂ) * v 1 :=
      congrArg (fun z : EuclideanSpace ℂ (Fin 2) => z 1) hv
    push_cast at e0 e1
    by_contra hlt
    have hμ : μ < 2 := not_le.mp hlt
    -- below 2 the characteristic polynomial does not vanish
    have hc : ((μ : ℂ) - 2) * ((μ : ℂ) - 12) ≠ 0 := by
      have h : (μ - 2) * (μ - 12) ≠ 0 :=
        mul_ne_zero (by linarith [hμ] |> fun h : μ - 2 < 0 => h.ne)
          (by linarith [hμ] |> fun h : μ - 12 < 0 => h.ne)
      exact_mod_cast h
    have k0 : ((μ : ℂ) - 2) * ((μ : ℂ) - 12) * v 0 = 0 := by
      linear_combination (10 - (μ : ℂ)) * e0 - 4 * e1
    have k1 : ((μ : ℂ) - 2) * ((μ : ℂ) - 12) * v 1 = 0 := by
      linear_combination (4 - (μ : ℂ)) * e1 - 4 * e0
    exact hv0 (hz v ((mul_eq_zero.mp k0).resolve_left hc) ((mul_eq_zero.mp k1).resolve_left hc))

end

end ExcitonExchangeSplitting
```

Here \(2k=4<6=g\), while the true splitting is \(2\). The error is therefore \(2\), and the bound gives \(4(8-4)/(6-4)=8\). With exchange this strong the bound is not informative: \(K\ge0\) implies \(F\ge E\), so \(d\le2k=4\) holds anyway. The sharper inequality \(d(g-2k+d)\le4\|r\|^2\) reads \(d(2+d)\le16\) and gives \(d\le\sqrt{17}-1\approx3.12\). The normalised singlet ground vector is \((2,-1)/\sqrt5\), so exchange does mix the two envelopes.

```lean
#print axioms ExcitonExchangeSplitting.singlet_triplet_splitting
-- 'ExcitonExchangeSplitting.singlet_triplet_splitting' depends on axioms: [propext, Classical.choice, Quot.sound]
#print axioms ExcitonExchangeSplitting.first_order_exact_iff
-- 'ExcitonExchangeSplitting.first_order_exact_iff' depends on axioms: [propext, Classical.choice, Quot.sound]
```
